# Bond additivity corrections that agree on every reference can give any value for a target outside the references' span

In a bond additivity correction, each bond type `b` contributes a parameter `c b`, and a molecule with bond counts `n` receives the sum of `n b * c b` over the finitely many bond types; the counts are allowed to be any real numbers. The theorem `target_correction_arbitrary` says that if the target's count vector is not in the linear span of the reference vectors, then for any parameters `c` and any real `t` there are parameters `c'` that give every reference the same correction as `c` and give the target exactly `t`. The proof takes from the preceding lemma a change `d` of the parameters that leaves every reference correction unchanged and shifts the target's by one. It then adds to `c` the multiple of `d` that brings the target's correction to `t`.

As first written in Lean, the proof fails:

```lean
import Mathlib

open Finset

namespace TargetCorrectionArbitrary

noncomputable section

variable {B ι : Type*} [Fintype B]

/-- The total bond additivity correction of a molecule with bond counts `n`, when a bond of
type `b` contributes `c b`. -/
def bondCorrection (n c : B → ℝ) : ℝ := ∑ b, n b * c b

/-- If the target lies outside the span of the references, some change of the bond parameters
leaves every reference correction unchanged and shifts that of the target by one. -/
theorem exists_hidden_change {ref : ι → B → ℝ} {n : B → ℝ}
    (hn : n ∉ Submodule.span ℝ (Set.range ref)) :
    ∃ d : B → ℝ, (∀ i, bondCorrection (ref i) d = 0) ∧ bondCorrection n d = 1 := by
  classical
  -- a linear functional that vanishes on the references but not on the target
  obtain ⟨f, hf, hfn⟩ : ∃ f : (B → ℝ) →ₗ[ℝ] ℝ,
      (∀ v ∈ Submodule.span ℝ (Set.range ref), f v = 0) ∧ f n ≠ 0 := by
    by_contra hcon
    apply hn
    rw [← Submodule.Quotient.mk_eq_zero, ← Module.forall_dual_apply_eq_zero_iff ℝ]
    intro φ
    by_contra hφ
    refine hcon ⟨φ.comp (Submodule.mkQ _), fun v hv => ?_, hφ⟩
    rw [LinearMap.comp_apply, Submodule.mkQ_apply,
      (Submodule.Quotient.mk_eq_zero _).2 hv, map_zero]
  -- its components, suitably scaled, are the bond parameters sought
  have key : ∀ v : B → ℝ,
      bondCorrection v (fun b => f (fun j => if b = j then 1 else 0) / f n) = f v / f n := by
    intro v
    rw [LinearMap.pi_apply_eq_sum_univ f v, sum_div]
    exact sum_congr rfl fun b _ => (mul_div_assoc _ _ _).symm
  refine ⟨_, fun i => ?_, (key n).trans (div_self hfn)⟩
  rw [key, hf _ (Submodule.subset_span ⟨i, rfl⟩), zero_div]

/-- If the target lies outside the span of the references, its correction can be given any
value `t` without changing the correction of any reference. -/
theorem target_correction_arbitrary {ref : ι → B → ℝ} {n : B → ℝ}
    (hn : n ∉ Submodule.span ℝ (Set.range ref)) (c : B → ℝ) (t : ℝ) :
    ∃ c' : B → ℝ, (∀ i, bondCorrection (ref i) c' = bondCorrection (ref i) c) ∧
      bondCorrection n c' = t := by
  obtain ⟨d, hd, hnd⟩ := exists_hidden_change hn
  have key : ∀ v : B → ℝ, bondCorrection v (fun b => c b + (t - bondCorrection n c) * d b)
      = bondCorrection v c + (t - bondCorrection n c) * bondCorrection v d := by
    intro v
    generalize t - bondCorrection n c = s
    simp only [bondCorrection, mul_sum, ← sum_add_distrib]
    exact sum_congr rfl fun b _ => by ring
  refine ⟨_, fun i => ?_, ?_⟩
  · rw [key, hd, mul_zero, add_zero]
  · rw [key, hnd]
    ring

end

end TargetCorrectionArbitrary
```

Messages:

```
Main.lean:54:9: error: don't know how to synthesize implicit argument `b`
  @And.intro (∀ (i : ι), bondCorrection (ref i) ?m.109 = bondCorrection (ref i) c) (bondCorrection n ?m.109 = t)
    (fun i => ?m.113) ?m.115
context:
B : Type u_1
ι : Type u_2
inst✝ : Fintype B
ref : ι → B → ℝ
n : B → ℝ
hn : n ∉ Submodule.span ℝ (Set.range ref)
c : B → ℝ
t : ℝ
d : B → ℝ
hd : ∀ (i : ι), bondCorrection (ref i) d = 0
hnd : bondCorrection n d = 1
key :
  ∀ (v : B → ℝ),
    (bondCorrection v fun b => c b + (t - bondCorrection n c) * d b) =
      bondCorrection v c + (t - bondCorrection n c) * bondCorrection v d
⊢ Prop
Main.lean:54:9: error: don't know how to synthesize implicit argument `a`
  @And.intro (∀ (i : ι), bondCorrection (ref i) ?m.109 = bondCorrection (ref i) c) (bondCorrection n ?m.109 = t)
    (fun i => ?m.113) ?m.115
context:
B : Type u_1
ι : Type u_2
inst✝ : Fintype B
ref : ι → B → ℝ
n : B → ℝ
hn : n ∉ Submodule.span ℝ (Set.range ref)
c : B → ℝ
t : ℝ
d : B → ℝ
hd : ∀ (i : ι), bondCorrection (ref i) d = 0
hnd : bondCorrection n d = 1
key :
  ∀ (v : B → ℝ),
    (bondCorrection v fun b => c b + (t - bondCorrection n c) * d b) =
      bondCorrection v c + (t - bondCorrection n c) * bondCorrection v d
⊢ Prop
Main.lean:54:10: error: don't know how to synthesize placeholder for argument `w`
context:
B : Type u_1
ι : Type u_2
inst✝ : Fintype B
ref : ι → B → ℝ
n : B → ℝ
hn : n ∉ Submodule.span ℝ (Set.range ref)
c : B → ℝ
t : ℝ
d : B → ℝ
hd : ∀ (i : ι), bondCorrection (ref i) d = 0
hnd : bondCorrection n d = 1
key :
  ∀ (v : B → ℝ),
    (bondCorrection v fun b => c b + (t - bondCorrection n c) * d b) =
      bondCorrection v c + (t - bondCorrection n c) * bondCorrection v d
⊢ B → ℝ
Main.lean:46:33: error: unsolved goals
B : Type u_1
ι : Type u_2
inst✝ : Fintype B
ref : ι → B → ℝ
n : B → ℝ
hn : n ∉ Submodule.span ℝ (Set.range ref)
c : B → ℝ
t : ℝ
d : B → ℝ
hd : ∀ (i : ι), bondCorrection (ref i) d = 0
hnd : bondCorrection n d = 1
key :
  ∀ (v : B → ℝ),
    (bondCorrection v fun b => c b + (t - bondCorrection n c) * d b) =
      bondCorrection v c + (t - bondCorrection n c) * bondCorrection v d
⊢ ∃ c', (∀ (i : ι), bondCorrection (ref i) c' = bondCorrection (ref i) c) ∧ bondCorrection n c' = t
```

Diagnosis. The failure is in `refine ⟨_, fun i => ?_, ?_⟩`, where the new parameters are left as `_`. Lean must work out such a placeholder while it elaborates the `refine`, but both proofs that follow are postponed as `?_`, so nothing there determines it. The equation `key` does contain the intended parameters, but it is used only in the later `rw` steps. In the preceding lemma the same `_` is accepted because `(key n).trans (div_self hfn)` is supplied within the `refine` and fixes the value.

The third message reports the missing parameters themselves, the argument `w`. The first two concern the two propositions joined by `And.intro`, which contain the same unknown `?m.109`. The "unsolved goals" message shows the existence statement still unproved because the `refine` failed.

The diff writes the parameters out as `fun b => c b + (t - bondCorrection n c) * d b`. Nothing is then left to infer, and the two remaining goals contain the left-hand side of `key`, so the existing `rw` steps apply.

After these edits no error is left:

```diff
@@ -52,5 +52,5 @@
     simp only [bondCorrection, mul_sum, ← sum_add_distrib]
     exact sum_congr rfl fun b _ => by ring
-  refine ⟨_, fun i => ?_, ?_⟩
+  refine ⟨fun b => c b + (t - bondCorrection n c) * d b, fun i => ?_, ?_⟩
   · rw [key, hd, mul_zero, add_zero]
   · rw [key, hnd]
```
